# A ladder of adjacent Givens rotations can gather any real one-particle orbital into the first basis orbital

The theorem `ladder_gathers` concerns one particle with real amplitudes, not necessarily normalised, on `m + 1` basis orbitals. It states that `m` rotations of neighbouring orbitals, one for each pair and applied from the last pair to the first, can be given angles that leave a single amplitude `r` on the first orbital and zero on all others. The square of `r` is the sum of the squares of the original amplitudes, and `r` is nonnegative if there is at least one rotation, so a normalised orbital then gives `r = 1`. The proof is by induction on `m`: a shorter ladder gathers all amplitudes but the first in the second orbital, and a last rotation, its angle taken from polar coordinates, moves the result into the first.

The failing Lean file:

```lean
import Mathlib

open Finset

namespace GivensLadder

noncomputable section

/-- A Givens rotation: two distinct orbitals `p`, `q` and a rotation angle. -/
structure Gate (n : ℕ) where
  p : Fin n
  q : Fin n
  ne : p ≠ q
  angle : ℝ

/-- The action of a Givens rotation on the amplitudes of a real one-particle orbital. -/
def Gate.act {n : ℕ} (g : Gate n) (v : Fin n → ℝ) : Fin n → ℝ := fun k =>
  if k = g.p then Real.cos g.angle * v g.p + Real.sin g.angle * v g.q
  else if k = g.q then -Real.sin g.angle * v g.p + Real.cos g.angle * v g.q
  else v k

/-- The same rotation with both orbital labels raised by one. -/
def Gate.shift {n : ℕ} (g : Gate n) : Gate (n + 1) :=
  ⟨g.p.succ, g.q.succ, fun h => g.ne (Fin.succ_injective _ h), g.angle⟩

/-- Run a network of rotations; as in a matrix product, the rightmost gate acts first. -/
def run {n : ℕ} : List (Gate n) → (Fin n → ℝ) → (Fin n → ℝ)
  | [], v => v
  | g :: L, v => g.act (run L v)

/-- The rotation by angle `t` of the adjacent orbitals `k` and `k + 1`. -/
def adjacent {m : ℕ} (k : Fin m) (t : ℝ) : Gate (m + 1) :=
  ⟨k.castSucc, k.succ, by simp [Fin.ext_iff], t⟩

/-- The Givens ladder on `m + 1` orbitals: one rotation for each adjacent pair,
acting first on the last pair and finally on the first pair. -/
def ladder {m : ℕ} (θ : Fin m → ℝ) : List (Gate (m + 1)) :=
  (List.finRange m).map fun k => adjacent k (θ k)

/-- Any two real amplitudes have polar coordinates with a nonnegative radius. -/
theorem exists_angle (a b : ℝ) :
    ∃ t r : ℝ, 0 ≤ r ∧ a = r * Real.cos t ∧ b = r * Real.sin t :=
  ⟨Complex.arg ⟨a, b⟩, ‖(⟨a, b⟩ : ℂ)‖, norm_nonneg _,
    (Complex.norm_mul_cos_arg ⟨a, b⟩).symm, (Complex.norm_mul_sin_arg ⟨a, b⟩).symm⟩

/-- A network shifted by one orbital leaves the first amplitude alone and acts on the
remaining amplitudes as the original network does. -/
theorem run_shift {n : ℕ} (L : List (Gate n)) (v : Fin (n + 1) → ℝ) :
    run (L.map Gate.shift) v 0 = v 0 ∧
      ∀ k : Fin n, run (L.map Gate.shift) v k.succ = run L (fun j => v j.succ) k := by
  induction L with
  | nil => exact ⟨rfl, fun _ => rfl⟩
  | cons g L ih =>
    obtain ⟨h0, hs⟩ := ih
    constructor
    · simp only [List.map_cons, run, Gate.act, Gate.shift]
      rw [if_neg (Fin.succ_ne_zero _).symm, if_neg (Fin.succ_ne_zero _).symm, h0]
    · intro k
      simp only [List.map_cons, run, Gate.act, Gate.shift, Fin.succ_inj, hs]

/-- A ladder is the ladder on all orbitals but the first, followed by a rotation of the
first two orbitals. -/
theorem ladder_cons {m : ℕ} (t : ℝ) (θ : Fin m → ℝ) :
    ladder (Fin.cons t θ : Fin (m + 1) → ℝ) =
      adjacent 0 t :: (ladder θ).map Gate.shift := by
  simp only [ladder, List.finRange_succ, List.map_cons, List.map_map]
  rfl

/-- A suitable ladder gathers all amplitudes in the first orbital, preserving the sum of
squares; with at least one rotation the resulting amplitude is nonnegative. -/
theorem ladder_gathers (m : ℕ) (v : Fin (m + 1) → ℝ) :
    ∃ (θ : Fin m → ℝ) (r : ℝ), r ^ 2 = ∑ k, v k ^ 2 ∧ (1 ≤ m → 0 ≤ r) ∧
      run (ladder θ) v = Pi.single 0 r := by
  induction m with
  | zero =>
    refine ⟨fun _ => 0, v 0, by simp, fun h => absurd h (by norm_num), ?_⟩
    funext k
    obtain rfl : k = 0 := Subsingleton.elim _ _
    simp [ladder, run]
  | succ m ih =>
    -- gather the tail in the second orbital, then rotate it into the first
    obtain ⟨θ, s, hs, -, h⟩ := ih (fun j => v j.succ)
    have hs' : s ^ 2 = ∑ j : Fin (m + 1), v j.succ ^ 2 := hs
    obtain ⟨t, r, hr, ha, hb⟩ := exists_angle (v 0) s
    refine ⟨Fin.cons t θ, r, ?_, fun _ => hr, ?_⟩
    · rw [Fin.sum_univ_succ, ← hs']
      linear_combination -(v 0 + r * Real.cos t) * ha - (s + r * Real.sin t) * hb
        - r ^ 2 * Real.sin_sq_add_cos_sq t
    · rw [ladder_cons]
      obtain ⟨hw0, hw⟩ := run_shift (ladder θ) v
      rw [h] at hw
      change (adjacent 0 t).act (run ((ladder θ).map Gate.shift) v) = _
      generalize run ((ladder θ).map Gate.shift) v = w at hw0 hw ⊢
      have h0 : w (Fin.castSucc 0) = v 0 := hw0
      have h1 : w (Fin.succ 0) = s := by rw [hw]; simp
      funext k
      simp only [Gate.act, adjacent]
      rw [h0, h1]
      induction k using Fin.cases with
      | zero =>
        rw [if_pos (show (0 : Fin (m + 2)) = Fin.castSucc 0 from rfl), Pi.single_eq_same]
        linear_combination Real.cos t * ha + Real.sin t * hb
          + r * Real.sin_sq_add_cos_sq t
      | succ j =>
        have hz : (Pi.single 0 r : Fin (m + 2) → ℝ) j.succ = 0 := by
          simp [Pi.single_apply, Fin.succ_ne_zero]
        rw [if_neg (show ¬ j.succ = Fin.castSucc 0 from Fin.succ_ne_zero j), hz]
        by_cases hj : j = 0
        · rw [if_pos (congrArg Fin.succ hj)]
          linear_combination -Real.sin t * ha + Real.cos t * hb
        · rw [if_neg (fun e => hj (Fin.succ_injective _ e)), hw]
          simp [Pi.single_apply, hj]

end

end GivensLadder
```

Lean reports:

```
Main.lean:78:26: error(lean.synthInstanceFailed): failed to synthesize instance of type class
  Subsingleton (Fin (0 + 1))

Hint: Type class instance resolution failures can be inspected with the `set_option trace.Meta.synthInstance true` command.
Main.lean:101:12: error: Tactic `rewrite` failed: Did not find an occurrence of the pattern
  if 0 = Fin.castSucc 0 then ?m.455 else ?m.456
in the target expression
  (if 0 = Fin.castSucc 0 then Real.cos t * v 0 + Real.sin t * s
    else if 0 = Fin.succ 0 then -Real.sin t * v 0 + Real.cos t * s else w 0) =
    Pi.single 0 r 0

case succ.refine_2.zero
m : ℕ
ih : ∀ (v : Fin (m + 1) → ℝ), ∃ θ r, r ^ 2 = ∑ k, v k ^ 2 ∧ (1 ≤ m → 0 ≤ r) ∧ run (ladder θ) v = Pi.single 0 r
v : Fin (m + 1 + 1) → ℝ
θ : Fin m → ℝ
s : ℝ
hs : s ^ 2 = ∑ k, v k.succ ^ 2
h : (run (ladder θ) fun j => v j.succ) = Pi.single 0 s
hs' : s ^ 2 = ∑ j, v j.succ ^ 2
t r : ℝ
hr : 0 ≤ r
ha : v 0 = r * Real.cos t
hb : s = r * Real.sin t
w : Fin (m + 1 + 1) → ℝ
hw0 : w 0 = v 0
hw : ∀ (k : Fin (m + 1)), w k.succ = Pi.single 0 s k
h0 : w (Fin.castSucc 0) = v 0
h1 : w (Fin.succ 0) = s
⊢ (if 0 = Fin.castSucc 0 then Real.cos t * v 0 + Real.sin t * s
    else if 0 = Fin.succ 0 then -Real.sin t * v 0 + Real.cos t * s else w 0) =
    Pi.single 0 r 0

Note: The target expression is not type-correct under the `implicit` transparency level, which may have triggered the failure. This is usually caused by unfolding of semireducible definitions in prior tactic steps. Use `set_option linter.tacticCheckInstances true` to investigate the source of the issue.
Full error:
  Application type mismatch: The argument
    instDecidableEqFin (m + 1 + 1) 0 (adjacent 0 t).p
  has type
    Decidable (0 = (adjacent 0 t).p)
  but is expected to have type
    Decidable (0 = Fin.castSucc 0)
  in the application
    @ite ℝ (0 = Fin.castSucc 0) (instDecidableEqFin (m + 1 + 1) 0 (adjacent 0 t).p)
Main.lean:107:12: error: Tactic `rewrite` failed: Did not find an occurrence of the pattern
  if j.succ = Fin.castSucc 0 then ?m.489 else ?m.490
in the target expression
  (if j.succ = Fin.castSucc 0 then Real.cos t * v 0 + Real.sin t * s
    else if j.succ = Fin.succ 0 then -Real.sin t * v 0 + Real.cos t * s else w j.succ) =
    Pi.single 0 r j.succ

case succ.refine_2.succ
m : ℕ
ih : ∀ (v : Fin (m + 1) → ℝ), ∃ θ r, r ^ 2 = ∑ k, v k ^ 2 ∧ (1 ≤ m → 0 ≤ r) ∧ run (ladder θ) v = Pi.single 0 r
v : Fin (m + 1 + 1) → ℝ
θ : Fin m → ℝ
s : ℝ
hs : s ^ 2 = ∑ k, v k.succ ^ 2
h : (run (ladder θ) fun j => v j.succ) = Pi.single 0 s
hs' : s ^ 2 = ∑ j, v j.succ ^ 2
t r : ℝ
hr : 0 ≤ r
ha : v 0 = r * Real.cos t
hb : s = r * Real.sin t
w : Fin (m + 1 + 1) → ℝ
hw0 : w 0 = v 0
hw : ∀ (k : Fin (m + 1)), w k.succ = Pi.single 0 s k
h0 : w (Fin.castSucc 0) = v 0
h1 : w (Fin.succ 0) = s
j : Fin (m + 1)
hz : Pi.single 0 r j.succ = 0
⊢ (if j.succ = Fin.castSucc 0 then Real.cos t * v 0 + Real.sin t * s
    else if j.succ = Fin.succ 0 then -Real.sin t * v 0 + Real.cos t * s else w j.succ) =
    Pi.single 0 r j.succ

Note: The target expression is not type-correct under the `implicit` transparency level, which may have triggered the failure. This is usually caused by unfolding of semireducible definitions in prior tactic steps. Use `set_option linter.tacticCheckInstances true` to investigate the source of the issue.
Full error:
  Application type mismatch: The argument
    instDecidableEqFin (m + 1 + 1) j.succ (adjacent 0 t).p
  has type
    Decidable (j.succ = (adjacent 0 t).p)
  but is expected to have type
    Decidable (j.succ = Fin.castSucc 0)
  in the application
    @ite ℝ (j.succ = Fin.castSucc 0) (instDecidableEqFin (m + 1 + 1) j.succ (adjacent 0 t).p)
Main.lean:106:16: warning: This simp argument is unused:
  Pi.single_apply

Hint: Omit it from the simp argument list.
  [apply] simp [Fin.succ_ne_zero]

Note: This linter can be disabled with `set_option linter.unusedSimpArgs false`
```

What went wrong. In the base case Lean found no `Subsingleton` instance for the type written `Fin (0 + 1)`. The repair needs no such instance: it applies `Fin.fin_one_eq_zero` to `k`, since `0 + 1` and `1` are equal by definition.

The two `rewrite` errors have one source. `simp only [Gate.act, adjacent]` unfolded `adjacent` in the conditions of the `if`s, but their `Decidable` instances still mentioned `(adjacent 0 t).p`. The two agree only once `adjacent` is unfolded, which Lean does not do at the transparency named in the message, so `if_pos` and `if_neg` did not match.

The repair leaves `adjacent` folded, so that condition and instance agree. `h0`, `h1` and the conditions given to `if_pos` and `if_neg` are therefore restated with `(adjacent 0 t).p` and `(adjacent 0 t).q`, and the new `ht` turns the gate's angle into `t`.

Dropping `Pi.single_apply` from the `simp` calls is tidying, as is writing `m + 1 + 1` for `m + 2`.

The repair, with which the file compiles:

```diff
@@ -76,5 +76,6 @@
     refine ⟨fun _ => 0, v 0, by simp, fun h => absurd h (by norm_num), ?_⟩
     funext k
-    obtain rfl : k = 0 := Subsingleton.elim _ _
+    have hk : k = 0 := Fin.fin_one_eq_zero k
+    subst hk
     simp [ladder, run]
   | succ m ih =>
@@ -92,23 +93,29 @@
       change (adjacent 0 t).act (run ((ladder θ).map Gate.shift) v) = _
       generalize run ((ladder θ).map Gate.shift) v = w at hw0 hw ⊢
-      have h0 : w (Fin.castSucc 0) = v 0 := hw0
-      have h1 : w (Fin.succ 0) = s := by rw [hw]; simp
+      have hs1 : w (Fin.succ 0) = s := by rw [hw]; simp
+      have h0 : w (adjacent (0 : Fin (m + 1)) t).p = v 0 := hw0
+      have h1 : w (adjacent (0 : Fin (m + 1)) t).q = s := hs1
+      have ht : (adjacent (0 : Fin (m + 1)) t).angle = t := rfl
       funext k
-      simp only [Gate.act, adjacent]
-      rw [h0, h1]
+      simp only [Gate.act]
+      rw [h0, h1, ht]
       induction k using Fin.cases with
       | zero =>
-        rw [if_pos (show (0 : Fin (m + 2)) = Fin.castSucc 0 from rfl), Pi.single_eq_same]
+        rw [if_pos (show (0 : Fin (m + 1 + 1)) = (adjacent (0 : Fin (m + 1)) t).p from rfl),
+          Pi.single_eq_same]
         linear_combination Real.cos t * ha + Real.sin t * hb
           + r * Real.sin_sq_add_cos_sq t
       | succ j =>
-        have hz : (Pi.single 0 r : Fin (m + 2) → ℝ) j.succ = 0 := by
-          simp [Pi.single_apply, Fin.succ_ne_zero]
-        rw [if_neg (show ¬ j.succ = Fin.castSucc 0 from Fin.succ_ne_zero j), hz]
+        have hz : (Pi.single 0 r : Fin (m + 1 + 1) → ℝ) j.succ = 0 := by
+          simp [Fin.succ_ne_zero]
+        rw [if_neg (show ¬ j.succ = (adjacent (0 : Fin (m + 1)) t).p from
+          Fin.succ_ne_zero j), hz]
         by_cases hj : j = 0
-        · rw [if_pos (congrArg Fin.succ hj)]
+        · rw [if_pos (show j.succ = (adjacent (0 : Fin (m + 1)) t).q from
+            congrArg Fin.succ hj)]
           linear_combination -Real.sin t * ha + Real.cos t * hb
-        · rw [if_neg (fun e => hj (Fin.succ_injective _ e)), hw]
-          simp [Pi.single_apply, hj]
+        · rw [if_neg (show ¬ j.succ = (adjacent (0 : Fin (m + 1)) t).q from
+            fun e => hj (Fin.succ_injective _ e)), hw]
+          simp [hj]
 
 end
```
